# The contact density of normalized hydrogen-like 1s, 2s and 3s orbitals is Z³/(πn³)

For one non-relativistic electron and a fixed point nucleus of charge Z > 0, in atomic units, the normalized ns orbital with n = 1, 2 or 3 has density Z³/(πn³) at the nucleus. Equivalently, the ns orbital scaled to equal one at the nucleus has squared norm πn³/Z³.

```lean
import Mathlib

open MeasureTheory Set
open scoped Real

namespace HydrogenicContactDensity

noncomputable section

/-- The 1s radial shape as a function of x = Zr. -/
def u1 (x : ℝ) : ℝ := Real.exp (-x)

/-- The 2s radial shape as a function of x = Zr. -/
def u2 (x : ℝ) : ℝ := (1 - x / 2) * Real.exp (-x / 2)

/-- The 3s radial shape as a function of x = Zr. -/
def u3 (x : ℝ) : ℝ := (1 - 2 * x / 3 + 2 * x ^ 2 / 27) * Real.exp (-x / 3)

/-- The integral over all space of the square of a spherical orbital with radial function `f`. -/
def shellCharge (f : ℝ → ℝ) : ℝ := 4 * π * ∫ r in Ioi (0 : ℝ), r ^ 2 * f r ^ 2

/-- The polynomial p + q r + s r² in the radius times the exponential exp(-a r), for any real a. -/
def expPoly (a p q s r : ℝ) : ℝ := (p + q * r + s * r ^ 2) * Real.exp (-(a * r))

/-- The radial function `f` solves the s-wave Schrödinger equation for a nucleus of charge `Z`
at energy `E`, in atomic units. -/
def IsCoulombSState (Z E : ℝ) (f : ℝ → ℝ) : Prop :=
  ∃ g h : ℝ → ℝ, (∀ r, HasDerivAt f (g r) r) ∧ (∀ r, HasDerivAt g (h r) r) ∧
    ∀ r, 0 < r → -(1 / 2) * (h r + 2 / r * g r) - Z / r * f r = E * f r

/-- The radial moments of an exponential density are factorials over powers of the decay rate. -/
theorem exp_moment (k : ℕ) {b : ℝ} (hb : 0 < b) :
    ∫ r in Ioi (0 : ℝ), r ^ k * Real.exp (-(b * r)) = (k.factorial : ℝ) / b ^ (k + 1) := by
  have h := Real.integral_rpow_mul_exp_neg_mul_Ioi (a := (k : ℝ) + 1) (r := b)
    (by positivity) hb
  have e : (1 / b) ^ ((k : ℝ) + 1) = 1 / b ^ (k + 1) := by
    rw [← Nat.cast_succ, Real.rpow_natCast, one_div_pow]
  rw [Real.Gamma_nat_eq_factorial, e] at h
  simp only [add_sub_cancel_right, Real.rpow_natCast] at h
  rw [h]
  ring

/-- The radial norm integral of (1 + q r + s r²) exp(-a r) for a > 0, in closed form. -/
theorem integral_expPoly_sq {a : ℝ} (ha : 0 < a) (q s : ℝ) :
    ∫ r in Ioi (0 : ℝ), r ^ 2 * expPoly a 1 q s r ^ 2 =
      2 / (2 * a) ^ 3 + 12 * q / (2 * a) ^ 4 + 24 * (q ^ 2 + 2 * s) / (2 * a) ^ 5
        + 240 * q * s / (2 * a) ^ 6 + 720 * s ^ 2 / (2 * a) ^ 7 := by
  have hb : 0 < 2 * a := by positivity
  -- each moment is integrable, since its integral is not zero
  have m : ∀ (k : ℕ) (c : ℝ),
      IntegrableOn (fun r : ℝ => c * (r ^ k * Real.exp (-(2 * a * r)))) (Ioi 0) ∧
      ∫ r in Ioi (0 : ℝ), c * (r ^ k * Real.exp (-(2 * a * r))) =
        c * ((k.factorial : ℝ) / (2 * a) ^ (k + 1)) := by
    intro k c
    have hi : Integrable (fun r : ℝ => r ^ k * Real.exp (-(2 * a * r)))
        (volume.restrict (Ioi 0)) := by
      by_contra hn
      have h0 := integral_undef hn
      rw [exp_moment k hb] at h0
      have hpos : 0 < (k.factorial : ℝ) / (2 * a) ^ (k + 1) := by positivity
      exact hpos.ne' h0
    exact ⟨hi.const_mul c, by rw [integral_const_mul, exp_moment k hb]⟩
  have step : ∀ {f g : ℝ → ℝ} {A B : ℝ},
      (IntegrableOn f (Ioi 0) ∧ ∫ r in Ioi (0 : ℝ), f r = A) →
      (IntegrableOn g (Ioi 0) ∧ ∫ r in Ioi (0 : ℝ), g r = B) →
      (IntegrableOn (fun r => f r + g r) (Ioi 0) ∧
        ∫ r in Ioi (0 : ℝ), (f r + g r) = A + B) := by
    intro f g A B hf hg
    exact ⟨hf.1.add hg.1, by rw [integral_add hf.1 hg.1, hf.2, hg.2]⟩
  have h := (step (step (step (step (m 2 1) (m 3 (2 * q))) (m 4 (q ^ 2 + 2 * s)))
    (m 5 (2 * q * s))) (m 6 (s ^ 2))).2
  -- expand the square into moments
  refine Eq.trans (congrArg (fun f : ℝ → ℝ => ∫ r in Ioi (0 : ℝ), f r)
    (funext fun r => ?_)) (h.trans ?_)
  · have e : Real.exp (-(2 * a * r)) = Real.exp (-(a * r)) ^ 2 := by
      rw [sq, ← Real.exp_add]
      congr 1
      ring
    simp only [expPoly, e]
    ring
  · have f2 : (Nat.factorial 2 : ℝ) = 2 := by norm_num [Nat.factorial]
    have f3 : (Nat.factorial 3 : ℝ) = 6 := by norm_num [Nat.factorial]
    have f4 : (Nat.factorial 4 : ℝ) = 24 := by norm_num [Nat.factorial]
    have f5 : (Nat.factorial 5 : ℝ) = 120 := by norm_num [Nat.factorial]
    have f6 : (Nat.factorial 6 : ℝ) = 720 := by norm_num [Nat.factorial]
    simp only [f2, f3, f4, f5, f6]
    ring

/-- The three s shapes at nuclear charge `Z`, written as polynomials times exponentials in r. -/
theorem shapes_eq_expPoly (Z : ℝ) :
    (fun r => u1 (Z * r)) = expPoly Z 1 0 0 ∧
    (fun r => u2 (Z * r)) = expPoly (Z / 2) 1 (-Z / 2) 0 ∧
    (fun r => u3 (Z * r)) = expPoly (Z / 3) 1 (-2 * Z / 3) (2 * Z ^ 2 / 27) := by
  refine ⟨funext fun r => ?_, funext fun r => ?_, funext fun r => ?_⟩
  · simp only [u1, expPoly]
    ring
  · simp only [u2, expPoly]
    rw [show -(Z * r) / 2 = -(Z / 2 * r) by ring]
    ring
  · simp only [u3, expPoly]
    rw [show -(Z * r) / 3 = -(Z / 3 * r) by ring]
    ring

/-- The 1s, 2s and 3s shapes, equal to one at the nucleus, have squared norm π n³ / Z³. -/
theorem shellCharge_ns {Z : ℝ} (hZ : 0 < Z) :
    shellCharge (fun r => u1 (Z * r)) = π * 1 ^ 3 / Z ^ 3 ∧
    shellCharge (fun r => u2 (Z * r)) = π * 2 ^ 3 / Z ^ 3 ∧
    shellCharge (fun r => u3 (Z * r)) = π * 3 ^ 3 / Z ^ 3 := by
  obtain ⟨h1, h2, h3⟩ := shapes_eq_expPoly Z
  rw [h1, h2, h3]
  unfold shellCharge
  rw [integral_expPoly_sq hZ, integral_expPoly_sq (by positivity : 0 < Z / 2),
    integral_expPoly_sq (by positivity : 0 < Z / 3)]
  refine ⟨?_, ?_, ?_⟩ <;> field_simp <;> ring

/-- An orbital whose shape has squared norm `N` and equals one at the nucleus is normalized
exactly when its density at the nucleus is 1/N. -/
theorem normalized_iff_contact {f : ℝ → ℝ} {N : ℝ} (hN : 0 < N) (hf : shellCharge f = N)
    (h0 : f 0 = 1) (c : ℝ) :
    shellCharge (fun r => c * f r) = 1 ↔ (c * f 0) ^ 2 = 1 / N := by
  have e : ∀ r : ℝ, r ^ 2 * (c * f r) ^ 2 = c ^ 2 * (r ^ 2 * f r ^ 2) := fun r => by ring
  have hs : shellCharge (fun r => c * f r) = c ^ 2 * shellCharge f := by
    simp only [shellCharge, e, integral_const_mul]
    ring
  rw [hs, hf, h0, mul_one, eq_div_iff hN.ne']

/-- A multiple of the 1s, 2s or 3s shape is normalized exactly when its density at the nucleus
is Z³ / (π n³). -/
theorem contact_density_ns {Z : ℝ} (hZ : 0 < Z) (c : ℝ) :
    (shellCharge (fun r => c * u1 (Z * r)) = 1 ↔
      (c * u1 (Z * 0)) ^ 2 = Z ^ 3 / (π * 1 ^ 3)) ∧
    (shellCharge (fun r => c * u2 (Z * r)) = 1 ↔
      (c * u2 (Z * 0)) ^ 2 = Z ^ 3 / (π * 2 ^ 3)) ∧
    (shellCharge (fun r => c * u3 (Z * r)) = 1 ↔
      (c * u3 (Z * 0)) ^ 2 = Z ^ 3 / (π * 3 ^ 3)) := by
  obtain ⟨h1, h2, h3⟩ := shellCharge_ns hZ
  have k1 := normalized_iff_contact (by positivity) h1 (by simp [u1]) c
  have k2 := normalized_iff_contact (by positivity) h2 (by simp [u2]) c
  have k3 := normalized_iff_contact (by positivity) h3 (by simp [u3]) c
  rw [one_div_div] at k1 k2 k3
  exact ⟨k1, k2, k3⟩

/-- The radial derivative of a quadratic polynomial times an exponential has the same form. -/
theorem hasDerivAt_expPoly (a p q s r : ℝ) :
    HasDerivAt (expPoly a p q s)
      (expPoly a (q - a * p) (2 * s - a * q) (-(a * s)) r) r := by
  have h1 : HasDerivAt (fun r : ℝ => p + q * r + s * r ^ 2)
      (q * 1 + s * (((2 : ℕ) : ℝ) * r ^ (2 - 1))) r :=
    (((hasDerivAt_id' r).const_mul q).const_add p).fun_add ((hasDerivAt_pow 2 r).const_mul s)
  have h2 : HasDerivAt (fun r : ℝ => Real.exp (-(a * r)))
      (Real.exp (-(a * r)) * (-(a * 1))) r :=
    (((hasDerivAt_id' r).const_mul a).fun_neg).exp
  refine (h1.fun_mul h2).congr_deriv ?_
  simp only [expPoly, Nat.cast_ofNat, Nat.reduceSub]
  ring

/-- The three shapes solve the radial Schrödinger equation of a nucleus of charge `Z` at the
energies -Z² / (2n²), for n = 1, 2, 3. -/
theorem schrodinger_ns (Z : ℝ) :
    IsCoulombSState Z (-Z ^ 2 / (2 * 1 ^ 2)) (fun r => u1 (Z * r)) ∧
    IsCoulombSState Z (-Z ^ 2 / (2 * 2 ^ 2)) (fun r => u2 (Z * r)) ∧
    IsCoulombSState Z (-Z ^ 2 / (2 * 3 ^ 2)) (fun r => u3 (Z * r)) := by
  obtain ⟨h1, h2, h3⟩ := shapes_eq_expPoly Z
  rw [h1, h2, h3]
  -- differentiate twice, then compare polynomial coefficients
  refine ⟨⟨_, _, hasDerivAt_expPoly _ _ _ _, hasDerivAt_expPoly _ _ _ _, ?_⟩,
    ⟨_, _, hasDerivAt_expPoly _ _ _ _, hasDerivAt_expPoly _ _ _ _, ?_⟩,
    ⟨_, _, hasDerivAt_expPoly _ _ _ _, hasDerivAt_expPoly _ _ _ _, ?_⟩⟩ <;>
  · intro r hr
    simp only [expPoly]
    generalize Real.exp _ = e
    field_simp
    ring

end

end HydrogenicContactDensity
```

```lean
#print axioms HydrogenicContactDensity.normalized_iff_contact
-- 'HydrogenicContactDensity.normalized_iff_contact' depends on axioms: [propext, Classical.choice, Quot.sound]
#print axioms HydrogenicContactDensity.contact_density_ns
-- 'HydrogenicContactDensity.contact_density_ns' depends on axioms: [propext, Classical.choice, Quot.sound]
#print axioms HydrogenicContactDensity.schrodinger_ns
-- 'HydrogenicContactDensity.schrodinger_ns' depends on axioms: [propext, Classical.choice, Quot.sound]
```

## Norms and contact densities of the three shapes

Write r for the distance from the nucleus and x = Zr. The three radial shapes are

u₁(x) = exp(−x)

u₂(x) = (1 − x/2) exp(−x/2)

u₃(x) = (1 − 2x/3 + 2x²/27) exp(−x/3)

In the file they are `u1`, `u2` and `u3`, real functions of a real variable, and the orbital at nuclear charge Z is `fun r => u1 (Z * r)` and so on. Each shape equals 1 at x = 0.

For a spherically symmetric real orbital f(r), `shellCharge f` is

4π ∫₀^∞ r² f(r)² dr,

which is the integral of f² over all space. The factor 4π comes from the angles, so f is the complete orbital, with the constant spherical harmonic already included. The theorem `shellCharge_ns` says that for Z > 0 this quantity is πn³/Z³ for the three shapes.

The theorem `contact_density_ns` turns the norm into a density. For every real amplitude c, the orbital c·uₙ(Zr) has squared norm 1 if and only if

(c·uₙ(0))² = Z³/(πn³).

The left side is the probability density at the nucleus, in inverse cubic bohr. Since the right side is positive, a normalizing amplitude exists: c = √(Z³/(πn³)), or its negative. For hydrogen, Z = 1, the three densities are 1/π, 1/(8π) and 1/(27π).

## The Coulomb problem behind the shapes

The norm integrals alone would not show that these functions have anything to do with an atom. That link is `schrodinger_ns`, which states that they solve the s-wave equation

−½ (f″ + (2/r) f′) − (Z/r) f = E f for r > 0, with E = −Z²/(2n²).

The predicate `IsCoulombSState Z E f` expresses this by asking for functions g and h, where g is the derivative of f and h is the derivative of g, that satisfy the equation at every positive r. The derivatives are required on the whole real line, which includes the origin, while the equation is imposed only where 1/r makes sense. The predicate contains no condition at infinity, so by itself it does not select bound states; for Z > 0 the finite, positive norms in `shellCharge_ns` supply normalizability.

The model has one electron, a fixed point nucleus and no relativity. The theorems cover s-states with n = 1, 2 and 3 only, and they do not say that these are the only bound s-states at their energies. The contact density is an exact reference value for a non-relativistic all-electron radial solver run with the bare potential −Z/r, without Hartree or exchange-correlation terms.

## The norm integrals by hand

Everything rests on the moments of an exponential. For b > 0 and k = 0, 1, 2, …,

∫₀^∞ r^k exp(−br) dr = k!/b^(k+1).

The substitution t = br turns the left side into the Gamma integral for k!, divided by b^(k+1).

All three orbitals have the form (1 + qr + sr²) exp(−ar) with a > 0. The square of the polynomial is

1 + 2q r + (q² + 2s) r² + 2qs r³ + s² r⁴.

Multiply by r² and set b = 2a, the decay rate of the density. The moments with k = 2, …, 6 then give

∫₀^∞ r² f² dr = 2/b³ + 12q/b⁴ + 24(q² + 2s)/b⁵ + 240qs/b⁶ + 720s²/b⁷.

For the ns orbital a = Z/n, hence b = 2Z/n. The coefficients become simple when they are measured in units of b.

For n = 1, q = s = 0, and the integral is 2/b³.

For n = 2, q = −Z/2 = −b/2 and s = 0, so the integral is

(2 − 6 + 6)/b³ = 2/b³.

For n = 3, q = −2Z/3 = −b and s = 2Z²/27 = b²/6, so the integral is

(2 − 12 + 32 − 40 + 20)/b³ = 2/b³.

In each case the squared norm is therefore

4π · 2/b³ = 8π n³/(8Z³) = πn³/Z³.

Multiplying an orbital by c multiplies its squared norm by c². Normalization thus means c² πn³/Z³ = 1, that is, c² = Z³/(πn³). Because uₙ(0) = 1, c² is also the density at the nucleus.

## Checking the Schrödinger equation

Write f = P exp(−ar) with P a polynomial in r. Then

f′ = (P′ − aP) exp(−ar)

f″ = (P″ − 2aP′ + a²P) exp(−ar)

Insert these into the equation with E = −a²/2, multiply by −2r and divide by the exponential. The terms a²rP cancel, which leaves

r P″ + 2(1 − ar) P′ + 2(Z − a) P = 0.

For n = 1, P = 1 and a = Z, so every term vanishes.

For n = 2, P = 1 − Zr/2 and a = Z/2. The left side is

−Z(1 − Zr/2) + Z(1 − Zr/2) = 0.

For n = 3, P = 1 − 2Zr/3 + 2Z²r²/27 and a = Z/3. The coefficients of successive powers of r are

constant: −4Z/3 + 4Z/3 = 0

r: Z²(4/27 + 8/27 + 4/9 − 8/9) = 0

r²: Z³(−8/81 + 8/81) = 0

With a = Z/n, the energy −a²/2 is −Z²/(2n²), as stated.

## How the Lean proof follows the calculation

`exp_moment` is the moment formula. It takes Mathlib's Gamma integral, which is stated for real exponents, and converts it to natural powers and factorials.

`expPoly a p q s` is the function (p + qr + sr²) exp(−ar), and `integral_expPoly_sq` is the five-term norm formula for p = 1. Splitting the integral of a sum requires each summand to be integrable. The inner statement `m` obtains this by contradiction: Lean gives the integral of a non-integrable function the value 0, whereas `exp_moment` gives a positive value. The inner statement `step` adds two integrable terms together with their integrals, and four uses of it assemble the five moments. The rest of the proof identifies that sum with the expanded square, using exp(−2ar) = exp(−ar)², and evaluates the factorials.

`shapes_eq_expPoly` reads off a, q and s for the three orbitals. `shellCharge_ns` substitutes them into the norm formula; `field_simp` clears the denominators and `ring` confirms the remaining arithmetic, which is the sum to 2/b³ above.

`normalized_iff_contact` is the scaling argument for any shape f with f(0) = 1 and squared norm N > 0. It pulls c² out of the integral and rewrites c²N = 1 as c² = 1/N. `contact_density_ns` applies it to the three shapes and inverts the fraction πn³/Z³.

For the differential equation, `hasDerivAt_expPoly` uses the product rule to show that differentiation sends the coefficients (p, q, s) to (q − ap, 2s − aq, −as). This is P′ − aP written out by powers of r. `schrodinger_ns` applies the rule twice. It then replaces the common exponential by a symbol `e`, so that after multiplication by r only a polynomial identity remains, and `ring` proves it.

## A negative charge breaks the norm formula

The condition Z > 0 stands for an attractive nucleus and makes the orbitals decay. Take Z = −1 and n = 1. The shape becomes u₁(−r) = exp(r), whose norm integral diverges, while πn³/Z³ would be −π. No integral of a square can equal a negative number, so `shellCharge_ns` fails for this charge. The differential equation is a different matter: `schrodinger_ns` holds for every real Z, because it is an algebraic identity that does not ask for decay.

## The same result for a separate radial function

Many radial codes write an s-orbital as R(r)/√(4π) and normalize R by

∫₀^∞ r² R(r)² dr = 1.

Had the file used this convention, the factor 4π would be absent from `shellCharge`, the norm integral of uₙ(Zr) would be n³/(4Z³), and the value at the origin would satisfy

R(0)² = 4Z³/n³.

The physical density at the nucleus is R(0)²/(4π), which is again Z³/(πn³). The convention used in the file lets the square of the orbital be read directly as the density.
